# In the two-spin Solomon model with one correlation time, the steady-state homonuclear Overhauser enhancement takes exactly the values in $(-1, 1/2]$

Q: My script reads a steady-state Overhauser enhancement $\eta_{\text{obs}}$ and solves $\eta(x) = \eta_{\text{obs}}$ by bisection for $x = \omega\tau_c$, the Larmor frequency times the rotational correlation time. The result means something only if the equation has a solution, and only one. You say a formal proof settles both. I suspect it is a proof about a fraction, not about spins.

A: It covers both, for an isolated, rigid pair of like spins 1/2 that tumbles isotropically with a single correlation time. The spins are relaxed only by their mutual dipolar coupling, and the partner of the observed spin is fully saturated. In that model a solution $x \ge 0$ exists exactly when $-1 < \eta_{\text{obs}} \le 1/2$, and it is unique. The fraction itself is obtained from a rate equation.

Q: Show me that by hand first.

A: Let $m$ be the longitudinal magnetization of the observed spin, $s$ that of its partner, and $M_0$ their common equilibrium value. With zero-, single- and double-quantum transition rates $W_0, W_1, W_2$, the Solomon equation reads
$$\dot m = -(W_0 + 2W_1 + W_2)(m - M_0) - (W_2 - W_0)(s - M_0).$$
Take the reduced spectral density $J(y) = 1/(1+y^2)$ and a dipolar prefactor $k > 0$. The rates are
$$W_0 = \tfrac{k}{10}J(0), \qquad W_1 = \tfrac{3k}{20}J(x), \qquad W_2 = \tfrac{3k}{5}J(2x).$$
Since $J(0) = 1$, the two combinations in the equation become
$$W_0 + 2W_1 + W_2 = \tfrac{k}{10}\bigl(1 + 3J(x) + 6J(2x)\bigr), \qquad W_2 - W_0 = \tfrac{k}{10}\bigl(6J(2x) - 1\bigr).$$
Saturate the partner, so $s = 0$, and set $\dot m = 0$. Then $m = (1+\eta)M_0$ with
$$\eta(x) = \frac{6J(2x) - 1}{1 + 3J(x) + 6J(2x)}.$$

Q: And the range?

A: Multiply numerator and denominator by $(1+x^2)(1+4x^2)$. The numerator becomes $(5-4x^2)(1+x^2)$. The denominator becomes
$$(1+x^2)(1+4x^2) + 3(1+4x^2) + 6(1+x^2) = 10 + 23x^2 + 4x^4,$$
which I call $Q(x)$. It is positive, so $\eta$ has the sign of $5 - 4x^2$ and vanishes exactly at $x^2 = 5/4$. The bounds come from two subtractions:
$$\eta + 1 = \frac{15 + 24x^2}{Q(x)} > 0, \qquad \tfrac12 - \eta = \frac{21x^2 + 12x^4}{2Q(x)} \ge 0.$$
For $0 \le a < b$, cross-multiplication gives
$$\eta(a) - \eta(b) = \frac{(b^2-a^2)\bigl(105 + 60(a^2+b^2) + 96a^2b^2\bigr)}{Q(a)\,Q(b)} > 0,$$
so $\eta$ decreases strictly. As $x \to \infty$ both Lorentzians vanish and $\eta \to -1$. Because $\eta$ is continuous and $\eta(0) = 1/2$, it passes through every value in between.

Q: Now the code. What does it take as given?

A: The spectral density, the three rates and the Solomon equation, which enter as definitions. The density and the rates come first.

In Lean 4 with Mathlib:

```lean
import Mathlib

open Filter Topology

noncomputable section

namespace HomonuclearOverhauser

/-- The reduced Lorentzian spectral density at the dimensionless frequency `y`. -/
def J (y : ℝ) : ℝ := 1 / (1 + y ^ 2)

/-- Zero-quantum transition rate of two like spins with dipolar prefactor `k`. -/
def W0 (k : ℝ) : ℝ := k / 10 * J 0

/-- Single-quantum transition rate, where `x` is the Larmor frequency times the
correlation time. -/
def W1 (k x : ℝ) : ℝ := 3 * k / 20 * J x

/-- Double-quantum transition rate, which samples the spectral density at `2 * x`. -/
def W2 (k x : ℝ) : ℝ := 3 * k / 5 * J (2 * x)
```

Everything is a real number. The argument `x` is $\omega\tau_c$, and `J` is dimensionless with `J 0` equal to 1, so the overall factor $\tau_c$ sits in `k` together with the squared dipolar coupling. That is where the inverse sixth power of the distance lives. The numerical factors are the usual ones for a rigid pair tumbling isotropically; they are postulated here, not derived from the dipolar Hamiltonian. `W0` samples the density at zero frequency, which neglects the difference in chemical shift between the two spins.

Q: Then where is the dynamics?

A: In the right-hand side of the Solomon equation, written as a function.

```lean
/-- The Solomon equation: the rate of change of the magnetization `m` of one spin when its
partner has magnetization `s` and both have the equilibrium value `M₀`. -/
def solomonRate (k x M₀ m s : ℝ) : ℝ :=
  -(W0 k + 2 * W1 k x + W2 k x) * (m - M₀) - (W2 k x - W0 k) * (s - M₀)

/-- The homonuclear Overhauser enhancement as a function of the Larmor frequency times the
correlation time. -/
def noe (x : ℝ) : ℝ := (6 * J (2 * x) - 1) / (1 + 3 * J x + 6 * J (2 * x))
```

There is no time variable. `solomonRate k x M₀ m s` is the value of $\dot m$ for given magnetizations, and `noe` is $\eta$. As definitions the two are independent, so your suspicion would be fair if the file stopped here. It goes on to connect them, after checking that the denominator of `noe` is positive.

```lean
/-- The total relaxation weight in the denominator of the enhancement is positive. -/
theorem weight_pos (x : ℝ) : 0 < 1 + 3 * J x + 6 * J (2 * x) := by
  unfold J
  positivity

/-- For a positive dipolar prefactor and a saturated partner spin, the observed magnetization
is stationary exactly when it equals the equilibrium value times one plus the enhancement. -/
theorem steady_state_iff {k : ℝ} (hk : 0 < k) (x M₀ m : ℝ) :
    solomonRate k x M₀ m 0 = 0 ↔ m = (1 + noe x) * M₀ := by
  have hD := weight_pos x
  have hN : noe x * (1 + 3 * J x + 6 * J (2 * x)) = 6 * J (2 * x) - 1 :=
    div_mul_cancel₀ _ hD.ne'
  have hJ : J 0 = 1 := by norm_num [J]
  -- the Solomon rate is proportional to the distance from the enhanced value
  have key : solomonRate k x M₀ m 0 =
      -(k / 10 * (1 + 3 * J x + 6 * J (2 * x))) * (m - (1 + noe x) * M₀) := by
    unfold solomonRate W0 W1 W2
    rw [hJ]
    linear_combination (-(k / 10 * M₀)) * hN
  have hp : 0 < k / 10 * (1 + 3 * J x + 6 * J (2 * x)) := mul_pos (by positivity) hD
  rw [key]
  constructor
  · intro h
    rcases mul_eq_zero.mp h with h | h
    · linarith
    · linarith
  · intro h
    rw [sub_eq_zero.mpr h, mul_zero]
```

In words: for $k > 0$, any real $x$ and any $M_0$, the observed magnetization is stationary against a fully saturated partner if and only if $m = (1+\eta)M_0$. For $M_0 \neq 0$ this makes $\eta$ the fractional change $(m - M_0)/M_0$ that your script reads.

The proof follows the derivation in a slightly different arrangement. The step `key` factorises the rate as
$$\dot m = -\tfrac{k}{10}\bigl(1 + 3J(x) + 6J(2x)\bigr)\bigl(m - (1+\eta)M_0\bigr).$$
The prefactor is nonzero, so the rate vanishes exactly when the last bracket does.

Q: Does it matter that $k$ is positive? It cancels from $\eta$.

A: It cancels only if it is there. Take $k = 0$, $x = 0$, $M_0 = 1$ and $m = 7$. All the rates are zero, so $m$ is stationary, yet $(1+\eta(0))M_0 = 3/2$. In this model, which has no other relaxation mechanism, two spins without a dipolar coupling keep whatever magnetization they have. A negative $k$ would leave the algebra intact, but transition rates are not negative.

Q: Stationary is not the same as reached.

A: True, and the theorem speaks only of stationarity. The factorised form does show a linear equation with a negative rate constant, from which you can read off the exponential approach yourself.

Q: Next you clear the Lorentzians. That is where I usually lose a factor.

A: Here the bookkeeping is done by one tactic, and most of what comes later depends on it.

```lean
/-- The enhancement written as a rational function of the Larmor frequency times the
correlation time. -/
theorem noe_eq (x : ℝ) :
    noe x = (5 - 4 * x ^ 2) * (1 + x ^ 2) / (10 + 23 * x ^ 2 + 4 * x ^ 4) := by
  have hJ : ∀ y : ℝ, J y * (1 + y ^ 2) = 1 := fun y => by
    have hy : (1 + y ^ 2 : ℝ) ≠ 0 := by positivity
    exact div_mul_cancel₀ 1 hy
  have hQ : (10 + 23 * x ^ 2 + 4 * x ^ 4 : ℝ) ≠ 0 := by positivity
  rw [noe, div_eq_div_iff (weight_pos x).ne' hQ]
  -- eliminate both Lorentzians through their defining relations
  linear_combination (-3 * (5 - 4 * x ^ 2)) * hJ x + (6 * (5 + 2 * x ^ 2)) * hJ (2 * x)
```

After cross-multiplying, the goal is a polynomial equation in three quantities: $x$, $J(x)$ and $J(2x)$. The tactic `linear_combination` does not need to know that `J` is a Lorentzian. It treats `J x` and `J (2 * x)` as unknown symbols and is handed two facts about them, $J(x)(1+x^2) = 1$ and $J(2x)(1+4x^2) = 1$, each with a polynomial coefficient. It then checks that the goal, left side minus right side, equals the weighted sum of those facts, again left minus right. The check is pure commutative-ring arithmetic.

The coefficients can be found by matching terms. In the cross-multiplied goal, $J(x)$ appears with the factor $-3(5-4x^2)(1+x^2)$, so the first relation needs the weight $-3(5-4x^2)$. The factor of $J(2x)$ is $6\bigl(Q(x) - (5-4x^2)(1+x^2)\bigr) = 6(5+2x^2)(1+4x^2)$, so the second needs $6(5+2x^2)$. The terms without any $J$ must then agree, and they do: both sides give $-15-24x^2$. A lost factor would make the check fail.

Q: To trust the $x$ that bisection returns, I need the root to be unique. Which theorem gives me that?

A: Strict decrease on $x \ge 0$.

```lean
/-- On nonnegative arguments the enhancement decreases strictly as the Larmor frequency times
the correlation time grows. -/
theorem noe_strictAntiOn : StrictAntiOn noe (Set.Ici 0) := by
  intro a ha b _ hab
  have hsq : a ^ 2 < b ^ 2 := pow_lt_pow_left₀ hab (Set.mem_Ici.mp ha) two_ne_zero
  have h : 0 < (b ^ 2 - a ^ 2) * (105 + 60 * (a ^ 2 + b ^ 2) + 96 * (a ^ 2 * b ^ 2)) :=
    mul_pos (sub_pos.mpr hsq) (by positivity)
  rw [noe_eq a, noe_eq b, div_lt_div_iff₀ (by positivity) (by positivity)]
  nlinarith [h]
```

`Set.Ici 0` is the half-line $[0,\infty)$, and `StrictAntiOn` says that $a < b$ in it implies $\eta(b) < \eta(a)$. The restriction is needed because $\eta$ depends only on $x^2$. The hypothesis $a \ge 0$ is used once, to pass from $a < b$ to $a^2 < b^2$. The quantity `h` is the positive product from the derivation, and `nlinarith` recognises it as the difference of the cross-multiplied sides.

Q: And the sign?

A: It is read from the factor $5 - 4x^2$, since the other factor and the denominator are positive.

```lean
/-- The enhancement is positive exactly when the squared product of Larmor frequency and
correlation time is below `5/4`. -/
theorem noe_pos_iff (x : ℝ) : 0 < noe x ↔ x ^ 2 < 5 / 4 := by
  have hQ : (0 : ℝ) < 10 + 23 * x ^ 2 + 4 * x ^ 4 := by positivity
  have h1 : (0 : ℝ) < 1 + x ^ 2 := by positivity
  rw [noe_eq, div_pos_iff_of_pos_right hQ, mul_pos_iff_of_pos_right h1]
  constructor <;> intro h <;> linarith
```

Close to $x = \sqrt5/2 \approx 1.118$ the enhancement is therefore small, and a missing enhancement there does not show that the spins are far apart. In this isolated-pair model the distance does not affect the steady-state enhancement at any $x$, because $k$ cancels.

Q: What about slow tumbling?

A: That is the limit theorem.

```lean
/-- The enhancement tends to `-1` as the Larmor frequency times the correlation time tends to
infinity. -/
theorem noe_tendsto : Tendsto noe atTop (𝓝 (-1)) := by
  have h1 : Tendsto J atTop (𝓝 0) :=
    tendsto_const_nhds.div_atTop
      (tendsto_atTop_add_const_left _ _ (tendsto_pow_atTop two_ne_zero))
  have h2 : Tendsto (fun x : ℝ => J (2 * x)) atTop (𝓝 0) :=
    h1.comp (tendsto_id.const_mul_atTop (by norm_num : (0 : ℝ) < 2))
  -- only the zero-quantum rate survives in numerator and denominator
  have h : Tendsto noe atTop (𝓝 ((6 * 0 - 1) / (1 + 3 * 0 + 6 * 0))) :=
    ((h2.const_mul 6).sub_const 1).div
      (((h1.const_mul 3).const_add 1).add (h2.const_mul 6)) (by norm_num)
  have e : ((6 * 0 - 1) / (1 + 3 * 0 + 6 * 0) : ℝ) = -1 := by norm_num
  rwa [e] at h
```

`Tendsto noe atTop (𝓝 (-1))` is the ordinary statement $\eta(x) \to -1$ as $x \to \infty$. The proof shows $J(x) \to 0$, composes with doubling to get $J(2x) \to 0$, and applies the limit rules for sums and quotients. What remains is $-1/1$. Physically, only the zero-quantum flip-flop survives, so cross-relaxation has the same size as the observed spin's own relaxation.

Q: So what exactly does the main theorem say about the range? "Lies between" would not help my solver, which needs a root to exist.

A: It says more than "lies between".

```lean
/-- Over nonnegative Larmor frequency times correlation time, the enhancement takes exactly the
values in `(-1, 1/2]`; it vanishes exactly when the square of that product is `5/4`, and it
tends to `-1` as the product tends to infinity. -/
theorem overhauser_enhancement :
    noe '' Set.Ici 0 = Set.Ioc (-1) (1 / 2) ∧
    (∀ x : ℝ, noe x = 0 ↔ x ^ 2 = 5 / 4) ∧
    Tendsto noe atTop (𝓝 (-1)) := by
  have hQ : ∀ x : ℝ, 0 < 10 + 23 * x ^ 2 + 4 * x ^ 4 := fun x => by positivity
  refine ⟨?_, ?_, noe_tendsto⟩
  · have hc : Continuous noe := by
      rw [show noe = fun x : ℝ => (5 - 4 * x ^ 2) * (1 + x ^ 2) /
        (10 + 23 * x ^ 2 + 4 * x ^ 4) from funext noe_eq]
      exact Continuous.div (by fun_prop) (by fun_prop) (fun x => (hQ x).ne')
    ext y
    constructor
    · rintro ⟨x, _, rfl⟩
      have h4 : 0 ≤ x ^ 4 := by positivity
      refine ⟨?_, ?_⟩
      · rw [noe_eq, lt_div_iff₀ (hQ x)]
        nlinarith [sq_nonneg x]
      · rw [noe_eq, div_le_iff₀ (hQ x)]
        nlinarith [sq_nonneg x]
    · -- every value is attained between zero and a sufficiently large argument
      rintro ⟨hy1, hy2⟩
      obtain ⟨X, hX, hX0⟩ :=
        ((noe_tendsto.eventually_lt_const hy1).and (eventually_ge_atTop 0)).exists
      have h0 : noe 0 = 1 / 2 := by norm_num [noe, J]
      have hy0 : y ≤ noe 0 := by rw [h0]; exact hy2
      obtain ⟨x, hx, hxy⟩ := intermediate_value_Icc' hX0 hc.continuousOn ⟨hX.le, hy0⟩
      exact ⟨x, hx.1, hxy⟩
  · intro x
    have h1 : (1 + x ^ 2 : ℝ) ≠ 0 := by positivity
    constructor
    · intro h
      rw [noe_eq] at h
      have hn := (div_eq_zero_iff.mp h).resolve_right (hQ x).ne'
      have hz := (mul_eq_zero.mp hn).resolve_right h1
      linarith
    · intro h
      have hz : 5 - 4 * x ^ 2 = 0 := by linarith
      rw [noe_eq, hz, zero_mul, zero_div]

end HomonuclearOverhauser
```

The first part is an equality of sets. `noe '' Set.Ici 0` is the set of values of $\eta$ over $x \ge 0$, and `Set.Ioc (-1) (1 / 2)` is the interval $(-1, 1/2]$, open on the left and closed on the right. The value $1/2$ is attained, at $x = 0$; the value $-1$ is only approached. The second part gives the zeros for every real $x$, and the third repeats the limit.

Q: How is the equality shown?

A: By two inclusions. That every value lies in the interval is the pair of subtractions from the derivation: after multiplying through by $Q(x)$, `nlinarith` finishes using $x^2 \ge 0$ and $x^4 \ge 0$.

For the other inclusion, take a target $y$ with $-1 < y \le 1/2$. The limit supplies some $X \ge 0$ with $\eta(X) < y$, while $\eta(0) = 1/2 \ge y$. Continuity, taken from the rational form, then allows `intermediate_value_Icc'` to produce an $x$ in $[0, X]$ with $\eta(x) = y$. This is the version of the intermediate value theorem for a function whose left endpoint value is the larger one. Your script can build its bracket in the same way: start at zero and enlarge $X$ until $\eta(X)$ falls below the target.

The zero statement uses the rational form again. A fraction with a nonzero denominator vanishes only if its numerator does, and $1 + x^2$ is never zero.

```lean
#print axioms HomonuclearOverhauser.steady_state_iff
-- 'HomonuclearOverhauser.steady_state_iff' depends on axioms: [propext, Classical.choice, Quot.sound]
#print axioms HomonuclearOverhauser.noe_strictAntiOn
-- 'HomonuclearOverhauser.noe_strictAntiOn' depends on axioms: [propext, Classical.choice, Quot.sound]
#print axioms HomonuclearOverhauser.noe_pos_iff
-- 'HomonuclearOverhauser.noe_pos_iff' depends on axioms: [propext, Classical.choice, Quot.sound]
#print axioms HomonuclearOverhauser.overhauser_enhancement
-- 'HomonuclearOverhauser.overhauser_enhancement' depends on axioms: [propext, Classical.choice, Quot.sound]
```

Q: Then I concede the spins. When should I distrust the $x$ that my script returns?

A: When the sample departs from the model. A third spin nearby, leakage to other relaxation mechanisms, internal motion, anisotropic tumbling or incomplete saturation of the partner can each change the relation between the observed enhancement and $\omega\tau_c$. An input at or below $-1$, or above $1/2$, has no solution at all, and the script should report that instead of returning the end of its bracket. The curve is also flat at both ends. Near $-1$ a small error in the enhancement becomes a large one in $x$. Near $1/2$, where $\tfrac12 - \eta \approx \tfrac{21}{20}x^2$, it becomes a large relative error in $x$.
